# For independent orbitals, the Green matrix has a negative definite divided difference within a spectral gap; across a level it can vanish and leave the two-node NMTO without normalization

Let $H$ be a finite complex matrix, the one-electron Hamiltonian in an orthonormal basis, and let the columns of $B$ be the orbitals. Energies $E$ are real, $B^\dagger$ is the conjugate transpose (`Bᴴ` in Lean), and the two energy nodes are $e_0$ and $e_1$. An NMTO, a muffin-tin orbital of order $N$, superposes partial waves computed at such nodes. Normalization here means that the matrix weights of the partial waves at the two nodes add up to the unit matrix, not that the orbital has unit norm.

## Green matrix and node weights

```lean
import Mathlib

open Matrix
open scoped ComplexOrder

namespace NMTONormalization

noncomputable section

variable {n m : Type*} [Fintype n] [DecidableEq n]
```

The type `n` labels the basis states and `m` labels the orbitals.

```lean
/-- The matrix `E - H` at a real energy `E`. -/
def shifted (H : Matrix n n ℂ) (E : ℝ) : Matrix n n ℂ := (E : ℂ) • (1 : Matrix n n ℂ) - H
```

This is $E-H$, with the number $E$ multiplied by the unit matrix. The symbol `•` multiplies a matrix by a scalar, and `(E : ℂ)` reads the real energy as a complex number.

```lean
/-- The Green matrix `G(E) = Bᴴ (E - H)⁻¹ B` of the orbitals `B`, for real energies `E`
that are not eigenvalues of `H`. -/
def green (H : Matrix n n ℂ) (B : Matrix n m ℂ) (E : ℝ) : Matrix m m ℂ :=
  Bᴴ * (shifted H E)⁻¹ * B
```

The Green matrix is $G(E)=B^\dagger(E-H)^{-1}B$. This form, with $B$ independent of energy, is the model; it is not derived from a muffin-tin potential.

```lean
/-- The divided difference `(G(e1) - G(e0)) / (e1 - e0)` of the Green matrix, for distinct
nodes that are not eigenvalues of `H`. -/
def divDiff (H : Matrix n n ℂ) (B : Matrix n m ℂ) (e0 e1 : ℝ) : Matrix m m ℂ :=
  (((e1 - e0)⁻¹ : ℝ) : ℂ) • (green H B e1 - green H B e0)
```

The divided difference is
$$D=\frac{G(e_1)-G(e_0)}{e_1-e_0}.$$

```lean
/-- The matrix weight `G(e) A / (e - e')` of the partial waves at node `e` in a two-node NMTO
with normalization matrix `A`, for distinct nodes that are not eigenvalues of `H`. -/
def nodeWeight [Fintype m] (H : Matrix n n ℂ) (B : Matrix n m ℂ) (e e' : ℝ)
    (A : Matrix m m ℂ) : Matrix m m ℂ :=
  (((e - e')⁻¹ : ℝ) : ℂ) • (green H B e * A)
```

In the NMTO, the partial waves at $e_0$ and $e_1$ enter with the matrix weights
$$L_0=\frac{G(e_0)A}{e_0-e_1},\qquad L_1=\frac{G(e_1)A}{e_1-e_0},$$
where $A$ is a matrix still to be chosen. The partial waves themselves do not appear in the code, only their weights.

```lean
/-- The matrix `A` normalizes the two-node NMTO: the weights of the two nodes add up to one, for
distinct nodes that are not eigenvalues of `H`. -/
def IsNormalization [Fintype m] [DecidableEq m] (H : Matrix n n ℂ) (B : Matrix n m ℂ)
    (e0 e1 : ℝ) (A : Matrix m m ℂ) : Prop :=
  nodeWeight H B e0 e1 A + nodeWeight H B e1 e0 A = 1
```

`IsNormalization` is the condition $L_0+L_1=1$. Physically, any part of the partial waves that is the same at both nodes then passes into the orbital unchanged.

## Both nodes in one gap

```lean
/-- If no eigenvalue of a Hermitian `H` lies in the closed interval between `e0 < e1`, the
product `(e0 - H) (e1 - H)` is positive definite. -/
theorem shifted_mul_posDef {H : Matrix n n ℂ} (hH : H.IsHermitian) {e0 e1 : ℝ}
    (he : e0 < e1) (hgap : ∀ i, hH.eigenvalues i ∉ Set.Icc e0 e1) :
    (shifted H e0 * shifted H e1).PosDef := by
  obtain ⟨U, hU, hs⟩ : ∃ U : Matrix n n ℂ, U * Uᴴ = 1 ∧
      H = U * diagonal (fun i => (hH.eigenvalues i : ℂ)) * Uᴴ := by
    refine ⟨hH.eigenvectorUnitary,
      Matrix.mem_unitaryGroup_iff.mp hH.eigenvectorUnitary.2, ?_⟩
    have h := hH.spectral_theorem
    rw [Unitary.conjStarAlgAut_apply] at h
    exact h
  have hU' : Uᴴ * U = 1 := mul_eq_one_comm.mp hU
  have hD (E : ℝ) : shifted H E =
      U * diagonal (fun i => ((E - hH.eigenvalues i : ℝ) : ℂ)) * Uᴴ := by
    have hd : diagonal (fun i => ((E - hH.eigenvalues i : ℝ) : ℂ)) =
        (E : ℂ) • (1 : Matrix n n ℂ) - diagonal (fun i => (hH.eigenvalues i : ℂ)) := by
      ext i j
      by_cases h : i = j
      · subst h
        simp
      · simp [h]
    rw [hd, mul_sub, sub_mul, ← hs, mul_smul_comm, mul_one, smul_mul_assoc, hU, shifted]
  have hP : shifted H e0 * shifted H e1 = Uᴴᴴ * diagonal (fun i =>
      (((e0 - hH.eigenvalues i) * (e1 - hH.eigenvalues i) : ℝ) : ℂ)) * Uᴴ := by
    rw [hD e0, hD e1, conjTranspose_conjTranspose]
    simp only [Matrix.mul_assoc]
    rw [← Matrix.mul_assoc Uᴴ U, hU', Matrix.one_mul,
      ← Matrix.mul_assoc (diagonal _) (diagonal _), diagonal_mul_diagonal]
    simp only [Complex.ofReal_mul]
  rw [hP]
  apply Matrix.PosDef.conjTranspose_mul_mul_same
  · apply Matrix.PosDef.diagonal
    intro i
    -- both nodes lie on the same side of every level
    have hp : 0 < (e0 - hH.eigenvalues i) * (e1 - hH.eigenvalues i) := by
      rcases lt_or_ge (hH.eigenvalues i) e0 with h | h
      · exact mul_pos (by linarith) (by linarith)
      · have h' : e1 < hH.eigenvalues i := lt_of_not_ge fun h' => hgap i ⟨h, h'⟩
        exact mul_pos_of_neg_of_neg (by linarith) (by linarith)
    exact_mod_cast hp
  · intro x y hxy
    have h := congrArg (fun v => U *ᵥ v) hxy
    simpa only [Matrix.mulVec_mulVec, hU, Matrix.one_mulVec] using h
```

In a Lean theorem the hypotheses stand before the final colon of the statement, the conclusion after it, and the proof after `:= by`. Here `hH` says that $H$ is Hermitian, and `hgap` says that no eigenvalue $\lambda_i$ lies in the closed interval $[e_0,e_1]$, written `Set.Icc e0 e1`. Because the interval is closed, the nodes themselves are off the spectrum. The conclusion is that $P=(e_0-H)(e_1-H)$ is positive definite.

By hand, write $H=U\Lambda U^\dagger$ with $U$ unitary and $\Lambda$ the diagonal matrix of the $\lambda_i$. Then $E-H=U(E-\Lambda)U^\dagger$, and since $U^\dagger U=1$,
$$P=U\,\mathrm{diag}\big((e_0-\lambda_i)(e_1-\lambda_i)\big)\,U^\dagger .$$
If $\lambda_i<e_0$, both factors are positive. Otherwise $\lambda_i>e_1$, and both are negative. Every product is therefore positive, and for $v\neq0$
$$v^\dagger Pv=\sum_i (e_0-\lambda_i)(e_1-\lambda_i)\,|(U^\dagger v)_i|^2>0 .$$

In the proof, `hD` is the formula for $E-H$ and `hP` the one for $P$. The line with `rcases` splits the two cases, and the last bullet shows that $U^\dagger$ sends no nonzero vector to zero.

```lean
/-- For distinct nodes at which `E - H` is invertible, the divided difference of the Green
matrix is `-Bᴴ ((e0 - H) (e1 - H))⁻¹ B`. -/
theorem divDiff_eq (H : Matrix n n ℂ) (B : Matrix n m ℂ) {e0 e1 : ℝ} (hne : e0 ≠ e1)
    (h0 : IsUnit (shifted H e0).det) (h1 : IsUnit (shifted H e1).det) :
    divDiff H B e0 e1 = -(Bᴴ * (shifted H e0 * shifted H e1)⁻¹ * B) := by
  have hX : shifted H e0 - shifted H e1 = ((e0 - e1 : ℝ) : ℂ) • (1 : Matrix n n ℂ) := by
    simp only [shifted, sub_sub_sub_cancel_right, Complex.ofReal_sub, sub_smul]
  -- the resolvent identity
  have key : (shifted H e1)⁻¹ - (shifted H e0)⁻¹ =
      ((e0 - e1 : ℝ) : ℂ) • (shifted H e0 * shifted H e1)⁻¹ := by
    rw [Matrix.mul_inv_rev]
    calc _ = (shifted H e1)⁻¹ * (shifted H e0 * (shifted H e0)⁻¹) -
          ((shifted H e1)⁻¹ * shifted H e1) * (shifted H e0)⁻¹ := by
          rw [Matrix.mul_nonsing_inv _ h0, Matrix.nonsing_inv_mul _ h1, mul_one, one_mul]
      _ = (shifted H e1)⁻¹ * (shifted H e0 - shifted H e1) * (shifted H e0)⁻¹ := by
          simp only [mul_sub, sub_mul, mul_assoc]
      _ = _ := by rw [hX, mul_smul_comm, mul_one, smul_mul_assoc]
  have hc : (((e1 - e0)⁻¹ : ℝ) : ℂ) * ((e0 - e1 : ℝ) : ℂ) = -1 := by
    have h : (e1 - e0)⁻¹ * (e0 - e1) = -1 := by
      rw [← neg_sub e1 e0, mul_neg, inv_mul_cancel₀ (sub_ne_zero.mpr hne.symm)]
    exact_mod_cast h
  unfold divDiff green
  rw [← Matrix.sub_mul, ← Matrix.mul_sub, key, Matrix.mul_smul, Matrix.smul_mul, smul_smul,
    hc, neg_smul, one_smul]
```

This theorem needs no Hermiticity, only distinct nodes at which $X_0=e_0-H$ and $X_1=e_1-H$ are invertible; `IsUnit` of the determinant says that it is nonzero. Since $X_0-X_1=(e_0-e_1)1$, the resolvent identity reads
$$X_1^{-1}-X_0^{-1}=X_1^{-1}(X_0-X_1)X_0^{-1}=(e_0-e_1)(X_0X_1)^{-1}.$$
Dividing by $e_1-e_0$ leaves a factor $-1$, and placing $B^\dagger$ and $B$ on either side gives
$$D=-B^\dagger(X_0X_1)^{-1}B .$$
The steps `hX`, `key` and `hc` are the difference of the shifted matrices, the resolvent identity and the factor $-1$.

```lean
/-- If `H` is Hermitian, `B` is injective and no eigenvalue of `H` lies in the closed interval
between the nodes `e0 < e1`, the divided difference of the Green matrix is negative definite. -/
theorem divDiff_negDef [Fintype m] {H : Matrix n n ℂ} (hH : H.IsHermitian)
    {B : Matrix n m ℂ} (hB : Function.Injective B.mulVec) {e0 e1 : ℝ} (he : e0 < e1)
    (hgap : ∀ i, hH.eigenvalues i ∉ Set.Icc e0 e1) :
    (-divDiff H B e0 e1).PosDef := by
  have hP := shifted_mul_posDef hH he hgap
  have hdet := (Matrix.isUnit_iff_isUnit_det _).mp hP.isUnit
  rw [Matrix.det_mul, IsUnit.mul_iff] at hdet
  rw [divDiff_eq H B he.ne hdet.1 hdet.2, neg_neg]
  exact hP.inv.conjTranspose_mul_mul_same hB
```

Negative definiteness of $D$ is stated as positive definiteness of $-D$. The hypothesis `hB` says that the map $x\mapsto Bx$ is injective, so the orbitals are linearly independent.

The previous two results give $-D=B^\dagger P^{-1}B$. The inverse of a positive definite matrix is positive definite, and $Bx\neq0$ whenever $x\neq0$, so
$$x^\dagger(-D)x=(Bx)^\dagger P^{-1}(Bx)>0 .$$
Lean obtains the invertibility of $X_0$ and $X_1$ from $\det P=\det X_0\det X_1\neq0$. The last line of the proof is the displayed inequality.

Linear independence matters already for one level. Take $H=(0)$, $B=(1\;\;1)$ and nodes $1$ and $2$, with no level between them. Then
$$D=-\tfrac12\begin{pmatrix}1&1\\1&1\end{pmatrix},$$
and $x=(1,-1)^T$ gives $x^\dagger Dx=0$. With the same orbital listed twice, $D$ is only negative semidefinite.

```lean
/-- For distinct nodes that are not eigenvalues of `H`, a normalization of the two-node NMTO exists
exactly when the divided difference of the Green matrix is invertible. -/
theorem exists_normalization_iff [Fintype m] [DecidableEq m] (H : Matrix n n ℂ)
    (B : Matrix n m ℂ) (e0 e1 : ℝ) :
    (∃ A, IsNormalization H B e0 e1 A) ↔ IsUnit (divDiff H B e0 e1) := by
  -- the two weights add up to the divided difference times `A`
  have hsum (A : Matrix m m ℂ) : nodeWeight H B e0 e1 A + nodeWeight H B e1 e0 A =
      divDiff H B e0 e1 * A := by
    unfold nodeWeight divDiff
    rw [← neg_sub e1 e0, inv_neg, Complex.ofReal_neg, smul_mul_assoc, sub_mul, smul_sub,
      neg_smul]
    abel
  unfold IsNormalization
  constructor
  · rintro ⟨A, hA⟩
    rw [hsum] at hA
    exact ⟨⟨_, A, hA, mul_eq_one_comm.mp hA⟩, rfl⟩
  · rintro ⟨u, hu⟩
    exact ⟨↑u⁻¹, by rw [hsum, ← hu]; exact u.mul_inv⟩
```

Adding the weights gives
$$L_0+L_1=\frac{G(e_1)A-G(e_0)A}{e_1-e_0}=DA .$$
This is `hsum`. A normalization is thus a solution of $DA=1$. For square matrices a right inverse is also a left inverse (`mul_eq_one_comm`), so a solution exists exactly when $D$ is invertible, and then $A=D^{-1}$. The statement places no condition on the nodes, because Lean gives inverses of zero and of singular matrices a conventional value; its physical reading needs distinct nodes off the spectrum.

Under the hypotheses of `divDiff_negDef`, $D$ is negative definite and hence invertible, so a normalized two-node NMTO exists.

## A level between the nodes

```lean
/-- The Hamiltonian with the two levels `0` and `2`. -/
def twoLevel : Matrix (Fin 2) (Fin 2) ℂ := !![0, 0; 0, 2]
```

The notation `!![...]` lists a matrix row by row. This Hamiltonian is diagonal, with levels $0$ and $2$.

```lean
/-- One orbital with amplitudes `√w1` and `√w2` on the two levels, for nonnegative weights. -/
def orbital (w1 w2 : ℝ) : Matrix (Fin 2) (Fin 1) ℂ :=
  !![((√w1 : ℝ) : ℂ); ((√w2 : ℝ) : ℂ)]
```

The single orbital is the column $(\sqrt{w_1},\sqrt{w_2})^T$, so $w_1$ and $w_2$ are its weights on the two levels. It has unit norm only if $w_1+w_2=1$, which the code does not require.

```lean
/-- For nonnegative weights and an energy other than `0` and `2`, the Green function of the
orbital is `w1 / E + w2 / (E - 2)`. -/
theorem green_orbital {w1 w2 E : ℝ} (h1 : 0 ≤ w1) (h2 : 0 ≤ w2) (hE : E ≠ 0) (hE2 : E ≠ 2) :
    green twoLevel (orbital w1 w2) E = !![((w1 / E + w2 / (E - 2) : ℝ) : ℂ)] := by
  have a : (E : ℂ) ≠ 0 := by exact_mod_cast hE
  have b : (E : ℂ) - 2 ≠ 0 := sub_ne_zero.mpr (by exact_mod_cast hE2)
  have hinv : (shifted twoLevel E)⁻¹ = !![(E : ℂ)⁻¹, 0; 0, ((E : ℂ) - 2)⁻¹] := by
    apply Matrix.inv_eq_right_inv
    ext i j
    fin_cases i <;> fin_cases j <;>
      simp [shifted, twoLevel, Matrix.mul_apply, Fin.sum_univ_two, a, b]
  have s1 : ((√w1 : ℝ) : ℂ) * ((√w1 : ℝ) : ℂ) = w1 := by
    exact_mod_cast Real.mul_self_sqrt h1
  have s2 : ((√w2 : ℝ) : ℂ) * ((√w2 : ℝ) : ℂ) = w2 := by
    exact_mod_cast Real.mul_self_sqrt h2
  unfold green
  rw [hinv]
  ext i j
  fin_cases i
  fin_cases j
  simp [orbital, Matrix.mul_apply, Fin.sum_univ_two]
  linear_combination (E : ℂ)⁻¹ * s1 + ((E : ℂ) - 2)⁻¹ * s2
```

Away from the levels, $(E-H)^{-1}$ is diagonal with entries $1/E$ and $1/(E-2)$. Taking it between the orbital and its conjugate transpose gives the $1\times1$ matrix with entry
$$G(E)=\frac{w_1}{E}+\frac{w_2}{E-2}.$$
Lean checks the proposed inverse by multiplication in `hinv`; `s1` and `s2` square the amplitudes.

```lean
/-- For one orbital with positive weights on the levels `0` and `2` and nodes `-1` and `1`, the
orbital matrix is injective; the divided difference vanishes exactly when `w2 = 3 w1`, and exactly
then no normalization of the NMTO exists. -/
theorem normalization_breakdown {w1 w2 : ℝ} (h1 : 0 < w1) (h2 : 0 < w2) :
    Function.Injective (orbital w1 w2).mulVec ∧
    (divDiff twoLevel (orbital w1 w2) (-1) 1 = 0 ↔ w2 = 3 * w1) ∧
    ((¬ ∃ A, IsNormalization twoLevel (orbital w1 w2) (-1) 1 A) ↔ w2 = 3 * w1) := by
  have hD : divDiff twoLevel (orbital w1 w2) (-1) 1 = !![((w1 - w2 / 3 : ℝ) : ℂ)] := by
    unfold divDiff
    rw [green_orbital h1.le h2.le (by norm_num) (by norm_num),
      green_orbital h1.le h2.le (by norm_num) (by norm_num)]
    ext i j
    fin_cases i
    fin_cases j
    show (((1 - (-1))⁻¹ : ℝ) : ℂ) * (((w1 / 1 + w2 / (1 - 2) : ℝ) : ℂ) -
      ((w1 / (-1) + w2 / (-1 - 2) : ℝ) : ℂ)) = ((w1 - w2 / 3 : ℝ) : ℂ)
    push_cast
    ring
  have hz : ((w1 - w2 / 3 : ℝ) : ℂ) = 0 ↔ w2 = 3 * w1 := by
    rw [Complex.ofReal_eq_zero]
    constructor <;> intro h <;> linarith
  refine ⟨?_, ?_, ?_⟩
  · intro x y hxy
    have hs : ((√w1 : ℝ) : ℂ) ≠ 0 := by exact_mod_cast (Real.sqrt_pos.mpr h1).ne'
    have h := congrFun hxy 0
    have h0 : ((√w1 : ℝ) : ℂ) * x 0 = ((√w1 : ℝ) : ℂ) * y 0 := by
      simpa [orbital, Matrix.mulVec, dotProduct] using h
    funext i
    rw [Subsingleton.elim i 0]
    exact mul_left_cancel₀ hs h0
  · rw [hD, ← hz]
    refine ⟨fun h => congrFun (congrFun h 0) 0, fun h => ?_⟩
    ext i j
    fin_cases i
    fin_cases j
    exact h
  · rw [exists_normalization_iff, hD, Matrix.isUnit_iff_isUnit_det, Matrix.det_fin_one,
      isUnit_iff_ne_zero, not_not]
    exact hz

end

end NMTONormalization
```

The nodes are now $e_0=-1$ and $e_1=1$, and both weights are positive. The conclusion has three parts, joined by `∧`: $B$ is injective; $D=0$ exactly when $w_2=3w_1$; and no normalization exists exactly when $w_2=3w_1$.

By hand, $G(1)=w_1-w_2$ and $G(-1)=-w_1-w_2/3$, so
$$D=\tfrac12\big[(w_1-w_2)-(-w_1-\tfrac{w_2}{3})\big]=w_1-\frac{w_2}{3}.$$
This is `hD`, and `hz` turns its vanishing into $w_2=3w_1$. The three final bullets prove the three parts. Injectivity follows by cancelling the nonzero amplitude $\sqrt{w_1}$. The second part reads off the single entry of $D$. The third uses `exists_normalization_iff`, since a $1\times1$ matrix is invertible exactly when its entry is nonzero.

For an orbital of unit norm the breakdown sits at $w_1=\tfrac14$, $w_2=\tfrac34$. There $G(-1)=G(1)=-\tfrac12$, so the weights are $L_0=A/4$ and $L_1=-A/4$, and they cancel for every $A$. With $w_1=w_2=\tfrac12$ instead, $G(-1)=-\tfrac23$, $G(1)=0$ and $D=\tfrac13$. Then $A=3$ gives $L_0=1$ and $L_1=0$, a valid normalization even though the level $0$ lies between the nodes.

With a level between the nodes the breakdown can therefore occur but need not, and keeping the nodes themselves off the spectrum is not enough to prevent it. For the choice of energy nodes in an NMTO basis, this finite one-electron model with two nodes and energy-independent $B$ identifies a level between the nodes as a possible source of failed normalization.

```lean
#print axioms NMTONormalization.divDiff_negDef
#print axioms NMTONormalization.normalization_breakdown
```

```
'NMTONormalization.divDiff_negDef' depends on axioms: [propext, Classical.choice, Quot.sound]
'NMTONormalization.normalization_breakdown' depends on axioms: [propext, Classical.choice, Quot.sound]
```
